# The radial Green identity for s-type functions, with a contact term at the nucleus

For two real s-type functions f and g, with radial Laplacian Lf = (r f)''/r, the lemma states that the integral of r²(g Lf − f Lg) over r > 0 equals −f₀c, where f₀ is the limit of f and c the limit of r g as r → 0⁺. It assumes that r f and r g are twice differentiable for r > 0, that (r f)' tends to f₀ and (r g)' to a finite limit at the nucleus, that the integrand is integrable, and that the flux W = (r g)(r f)' − (r f)(r g)' vanishes at infinity. Neither function need be normalised or solve a Schrödinger equation. The attempt shows that the integrand is the derivative of W, gives W its limiting value c f₀ at r = 0, and applies the fundamental theorem of calculus on the half-line.

The first attempt, which Lean rejects:

```lean
import Mathlib

open MeasureTheory Filter Set
open scoped Topology

namespace MassVelocityContact

noncomputable section

/-- The reduced radial function `r f(r)`. -/
def reduced (f : ℝ → ℝ) (r : ℝ) : ℝ := r * f r

/-- The radial Laplacian `(r f)'' / r` of an s-type function. -/
def radialLaplacian (f : ℝ → ℝ) (r : ℝ) : ℝ := deriv (deriv (reduced f)) r / r

/-- Radial Green identity: under the differentiability, integrability and boundary hypotheses below,
which include a flux vanishing at infinity, the integral of `r² (g L f - f L g)` over `r > 0` is
`-f₀ c`, where `f₀` and `c` are the limits of `f` and `r g` at the nucleus. -/
theorem radial_green {f g : ℝ → ℝ} {f₀ c d : ℝ}
    (hf : ∀ r > 0, DifferentiableAt ℝ (reduced f) r)
    (hf2 : ∀ r > 0, DifferentiableAt ℝ (deriv (reduced f)) r)
    (hg : ∀ r > 0, DifferentiableAt ℝ (reduced g) r)
    (hg2 : ∀ r > 0, DifferentiableAt ℝ (deriv (reduced g)) r)
    (f_zero : Tendsto f (𝓝[>] 0) (𝓝 f₀))
    (df_zero : Tendsto (deriv (reduced f)) (𝓝[>] 0) (𝓝 f₀))
    (g_zero : Tendsto (reduced g) (𝓝[>] 0) (𝓝 c))
    (dg_zero : Tendsto (deriv (reduced g)) (𝓝[>] 0) (𝓝 d))
    (flux_top : Tendsto (fun r => reduced g r * deriv (reduced f) r
      - reduced f r * deriv (reduced g) r) atTop (𝓝 0))
    (hint : IntegrableOn
      (fun r => r ^ 2 * (g r * radialLaplacian f r - f r * radialLaplacian g r)) (Ioi 0)) :
    ∫ r in Ioi (0 : ℝ), r ^ 2 * (g r * radialLaplacian f r - f r * radialLaplacian g r)
      = -(f₀ * c) := by
  let W : ℝ → ℝ := fun r => reduced g r * deriv (reduced f) r
    - reduced f r * deriv (reduced g) r
  -- the integrand is the derivative of the Wronskian flux
  have hW : ∀ r > 0, HasDerivAt W
      (r ^ 2 * (g r * radialLaplacian f r - f r * radialLaplacian g r)) r := by
    intro r hr
    have hr0 : r ≠ 0 := ne_of_gt hr
    refine (((hg r hr).hasDerivAt.fun_mul (hf2 r hr).hasDerivAt).fun_sub
      ((hf r hr).hasDerivAt.fun_mul (hg2 r hr).hasDerivAt)).congr_deriv ?_
    have ef : reduced f r = r * f r := rfl
    have eg : reduced g r = r * g r := rfl
    rw [ef, eg]
    unfold radialLaplacian
    generalize deriv (deriv (reduced f)) r = A
    generalize deriv (deriv (reduced g)) r = B
    field_simp <;> ring
  -- the flux has a finite limit at the nucleus
  have hu : Tendsto (reduced f) (𝓝[>] 0) (𝓝 0) := by
    have h : Tendsto (fun s : ℝ => s) (𝓝[>] 0) (𝓝 0) :=
      tendsto_id.mono_left nhdsWithin_le_nhds
    have h2 := h.mul f_zero
    rw [zero_mul] at h2
    exact h2
  have hW0 : Tendsto W (𝓝[>] 0) (𝓝 (c * f₀ - 0 * d)) :=
    (g_zero.mul df_zero).sub (hu.mul dg_zero)
  have hc : ContinuousWithinAt (Function.update W 0 (c * f₀ - 0 * d)) (Ici 0) 0 := by
    rw [continuousWithinAt_update_same, Set.Ici_diff_left]
    exact hW0
  have hd : ∀ r ∈ Ioi (0 : ℝ), HasDerivAt (Function.update W 0 (c * f₀ - 0 * d))
      (r ^ 2 * (g r * radialLaplacian f r - f r * radialLaplacian g r)) r := by
    intro r hr
    refine (hW r hr).congr_of_eventuallyEq ?_
    filter_upwards [Ioi_mem_nhds hr] with s hs
    exact Function.update_of_ne (Set.mem_Ioi.1 hs).ne' _ _
  have ht : Tendsto (Function.update W 0 (c * f₀ - 0 * d)) atTop (𝓝 0) := by
    refine flux_top.congr' ?_
    filter_upwards [eventually_gt_atTop (0 : ℝ)] with s hs
    exact (Function.update_of_ne hs.ne' _ _).symm
  rw [integral_Ioi_of_hasDerivAt_of_tendsto hc hd hint ht, Function.update_self]
  ring

end

end MassVelocityContact
```

The compiler's answer:

```
Main.lean:60:40: error(lean.unknownIdentifier): Unknown constant `Set.Ici_diff_left`
Main.lean:71:4: error: Type mismatch
  Eq.symm (Function.update_of_ne (LT.lt.ne' hs) ?m.859 ?m.860)
has type
  ?m.860 s = Function.update ?m.860 0 ?m.859 s
but is expected to have type
  reduced g s * deriv (reduced f) s - reduced f s * deriv (reduced g) s = Function.update W 0 (c * f₀ - 0 * d) s
```

After these edits no error is left:

```diff
@@ -47,5 +47,6 @@
     generalize deriv (deriv (reduced f)) r = A
     generalize deriv (deriv (reduced g)) r = B
-    field_simp <;> ring
+    field_simp
+    ring
   -- the flux has a finite limit at the nucleus
   have hu : Tendsto (reduced f) (𝓝[>] 0) (𝓝 0) := by
@@ -58,5 +59,5 @@
     (g_zero.mul df_zero).sub (hu.mul dg_zero)
   have hc : ContinuousWithinAt (Function.update W 0 (c * f₀ - 0 * d)) (Ici 0) 0 := by
-    rw [continuousWithinAt_update_same, Set.Ici_diff_left]
+    rw [continuousWithinAt_update_same, Set.Ici_sdiff_left]
     exact hW0
   have hd : ∀ r ∈ Ioi (0 : ℝ), HasDerivAt (Function.update W 0 (c * f₀ - 0 * d))
@@ -69,5 +70,5 @@
     refine flux_top.congr' ?_
     filter_upwards [eventually_gt_atTop (0 : ℝ)] with s hs
-    exact (Function.update_of_ne hs.ne' _ _).symm
+    exact (Function.update_of_ne hs.ne' (c * f₀ - 0 * d) W).symm
   rw [integral_Ioi_of_hasDerivAt_of_tendsto hc hd hint ht, Function.update_self]
   ring
```

Diagnosis. The first message says that `Set.Ici_diff_left` does not exist in the Mathlib used. The lemma needed there, which turns `Ici 0` with the point 0 removed into `Ioi 0`, is called `Set.Ici_sdiff_left`, and the new name lets the rewrite go through.

The second message concerns the limit at infinity. `Function.update_of_ne` was given underscores for the updated value and the original function, and the message shows both still undetermined, as `?m.859` and `?m.860`. The goal has the flux written out on its left side but `W` inside `Function.update` on its right, and Lean did not match the lemma to this form. The repair supplies `c * f₀ - 0 * d` and `W` explicitly. The lemma's left side is then `W s`, which equals the written-out flux by definition, so the types agree.

Putting `field_simp` and `ring` on separate lines answers neither message and is mere tidying.
